# The Legendre ring has pair correlation −1/p at every nonzero shift when the prime p is 3 modulo 4

A binary alloy is modelled here as a periodic ring: the sites are the residues modulo N, a configuration is an integer-valued function on them, and a correlation is an average over all N translations. For a prime p ≡ 3 mod 4, placing spin 1 at the origin and the Legendre symbol of i at every other site i gives mean spin 1/p and the same pair correlation, −1/p, at every nonzero shift.

```lean
import Mathlib

open Finset ComplexConjugate

namespace LegendreQuasirandomRing

noncomputable section

/-- The sum of the products of spins a shift `s` apart, over all sites of a ring of `N` sites. -/
def bondSum {N : ℕ} [NeZero N] (σ : ZMod N → ℤ) (s : ZMod N) : ℤ :=
  ∑ i, σ i * σ (i + s)

/-- The mean spin of a ring of `N` sites. -/
def meanSpin {N : ℕ} [NeZero N] (σ : ZMod N → ℤ) : ℝ :=
  ((∑ i, σ i : ℤ) : ℝ) / N

/-- The translation-averaged pair correlation at shift `s`. -/
def pairCorr {N : ℕ} [NeZero N] (σ : ZMod N → ℤ) (s : ZMod N) : ℝ :=
  (bondSum σ s : ℝ) / N

/-- The structure factor per site for a plane wave `ψ` on the ring. -/
def structureFactor {N : ℕ} [NeZero N] (σ : ZMod N → ℤ) (ψ : AddChar (ZMod N) ℂ) : ℝ :=
  ‖∑ i, (σ i : ℂ) * ψ i‖ ^ 2 / N

/-- The Legendre ring: spin `1` at the origin, and the Legendre symbol of `i` at every
other site `i`. -/
def legendreRing (p : ℕ) [Fact p.Prime] (i : ZMod p) : ℤ :=
  if i = 0 then 1 else quadraticChar (ZMod p) i

variable {p : ℕ} [Fact p.Prime]

/-- Every site of the Legendre ring carries spin `1` or `-1`. -/
theorem legendreRing_spin (i : ZMod p) : legendreRing p i = 1 ∨ legendreRing p i = -1 := by
  by_cases h : i = 0
  · left
    simp [legendreRing, h]
  · simpa [legendreRing, h] using quadraticChar_dichotomy h

/-- For an odd prime, the Legendre symbol summed against its own translate by a nonzero
shift gives `-1`. -/
theorem character_correlation (hp : p ≠ 2) {s : ZMod p} (hs : s ≠ 0) :
    ∑ i, quadraticChar (ZMod p) i * quadraticChar (ZMod p) (i + s) = -1 := by
  have hc : ringChar (ZMod p) ≠ 2 := by rwa [ZMod.ringChar_zmod_n]
  -- the map `i ↦ 1 + s / i` permutes the field
  have hperm : ∑ i, quadraticChar (ZMod p) (1 + s * i⁻¹) = 0 :=
    (Equiv.sum_comp ((Equiv.inv (ZMod p)).trans
      ((Equiv.mulLeft₀ s hs).trans (Equiv.addLeft 1)))
      (fun x => quadraticChar (ZMod p) x)).trans (quadraticChar_sum_zero hc)
  have hterm : ∀ i : ZMod p, quadraticChar (ZMod p) i * quadraticChar (ZMod p) (i + s)
      = quadraticChar (ZMod p) (1 + s * i⁻¹) - if i = 0 then 1 else 0 := by
    intro i
    by_cases h : i = 0
    · simp [h]
    · have h1 : i + s = i * (1 + s * i⁻¹) := by field_simp
      have h2 := quadraticChar_sq_one h
      rw [h1, map_mul, if_neg h]
      linear_combination quadraticChar (ZMod p) (1 + s * i⁻¹) * h2
  rw [Finset.sum_congr rfl fun i _ => hterm i, Finset.sum_sub_distrib, hperm]
  simp

/-- For every odd prime, the bond sum of the Legendre ring at a nonzero shift `s` is `-1`
plus the Legendre symbols of `s` and `-s`. -/
theorem bondSum_legendreRing (hp : p ≠ 2) {s : ZMod p} (hs : s ≠ 0) :
    bondSum (legendreRing p) s
      = -1 + quadraticChar (ZMod p) s + quadraticChar (ZMod p) (-s) := by
  -- only the two bonds that touch the origin differ from the pure character sum
  have hterm : ∀ i : ZMod p, legendreRing p i * legendreRing p (i + s)
      = quadraticChar (ZMod p) i * quadraticChar (ZMod p) (i + s)
        + (if i = 0 then quadraticChar (ZMod p) s else 0)
        + (if i = -s then quadraticChar (ZMod p) (-s) else 0) := by
    intro i
    by_cases h : i = 0
    · have h' : (0 : ZMod p) ≠ -s := fun e => hs (neg_eq_zero.mp e.symm)
      simp [legendreRing, h, hs, h']
    · by_cases h' : i = -s
      · simp [legendreRing, h', hs]
      · have h'' : i + s ≠ 0 := fun e => h' (eq_neg_of_add_eq_zero_left e)
        simp [legendreRing, h, h', h'']
  unfold bondSum
  rw [Finset.sum_congr rfl fun i _ => hterm i, Finset.sum_add_distrib,
    Finset.sum_add_distrib, character_correlation hp hs]
  simp

/-- For `p ≡ 3 mod 4`, the bond sum of the Legendre ring is `-1` at every nonzero shift. -/
theorem bondSum_eq_neg_one (hp : p % 4 = 3) {s : ZMod p} (hs : s ≠ 0) :
    bondSum (legendreRing p) s = -1 := by
  have h2 : p ≠ 2 := by omega
  have hc : ringChar (ZMod p) ≠ 2 := by rwa [ZMod.ringChar_zmod_n]
  -- here `-1` is not a square, so the two bonds at the origin cancel
  have hneg : quadraticChar (ZMod p) (-1) = -1 := by
    rw [quadraticChar_neg_one hc, ZMod.card, ZMod.χ₄_nat_three_mod_four hp]
  rw [bondSum_legendreRing h2 hs, ← neg_one_mul s, map_mul, hneg]
  ring

/-- For a prime `p ≡ 3 mod 4`, the Legendre ring has mean spin `1/p` and pair correlation
`-1/p` at every nonzero shift. -/
theorem legendreRing_quasirandom (hp : p % 4 = 3) :
    meanSpin (legendreRing p) = 1 / p ∧
      ∀ s : ZMod p, s ≠ 0 → pairCorr (legendreRing p) s = -1 / p := by
  constructor
  · have hc : ringChar (ZMod p) ≠ 2 := by
      rw [ZMod.ringChar_zmod_n]
      omega
    have hterm : ∀ i : ZMod p, legendreRing p i
        = quadraticChar (ZMod p) i + if i = 0 then 1 else 0 := by
      intro i
      by_cases h : i = 0 <;> simp [legendreRing, h]
    have hsum : ∑ i, legendreRing p i = 1 := by
      rw [Finset.sum_congr rfl fun i _ => hterm i, Finset.sum_add_distrib,
        quadraticChar_sum_zero hc]
      simp
    rw [meanSpin, hsum, Int.cast_one]
  · intro s hs
    rw [pairCorr, bondSum_eq_neg_one hp hs, Int.cast_neg, Int.cast_one]

/-- For an odd prime `p`, the Legendre ring has pair correlation `-1/p` at every nonzero
shift exactly when `p ≡ 3 mod 4`. -/
theorem flat_iff_three_mod_four (hp : p ≠ 2) :
    (∀ s : ZMod p, s ≠ 0 → pairCorr (legendreRing p) s = -1 / p) ↔ p % 4 = 3 := by
  refine ⟨fun h => ?_, fun h => (legendreRing_quasirandom h).2⟩
  by_contra h3
  have hprime : p.Prime := Fact.out
  have h1 : p % 4 = 1 := by
    rcases hprime.eq_two_or_odd with h2 | h2 <;> omega
  have hc : ringChar (ZMod p) ≠ 2 := by rwa [ZMod.ringChar_zmod_n]
  have hneg : quadraticChar (ZMod p) (-1) = 1 := by
    rw [quadraticChar_neg_one hc, ZMod.card, ZMod.χ₄_nat_one_mod_four h1]
  -- neighbouring spins then have bond sum `+1`
  have hb : bondSum (legendreRing p) 1 = 1 := by
    rw [bondSum_legendreRing hp one_ne_zero, hneg, map_one]
    norm_num
  have hp0 : (p : ℝ) ≠ 0 := Nat.cast_ne_zero.mpr hprime.ne_zero
  have hcorr := h 1 one_ne_zero
  rw [pairCorr, hb, div_left_inj' hp0] at hcorr
  norm_num at hcorr

/-- On any ring of odd length `N` with spins `1` and `-1`, every pair correlation has
magnitude at least `1/N`. -/
theorem pairCorr_lower_bound {N : ℕ} [NeZero N] (hN : Odd N) (σ : ZMod N → ℤ)
    (hσ : ∀ i, σ i = 1 ∨ σ i = -1) (s : ZMod N) : 1 / (N : ℝ) ≤ |pairCorr σ s| := by
  -- each bond differs from `1` by an even number
  have hdvd : (2 : ℤ) ∣ ∑ i, (σ i * σ (i + s) - 1) := by
    refine Finset.dvd_sum fun i _ => ?_
    rcases hσ i with h | h <;> rcases hσ (i + s) with h' | h' <;> rw [h, h'] <;> norm_num
  have hsum : ∑ i, (σ i * σ (i + s) - 1) = bondSum σ s - N := by
    simp [bondSum, Finset.sum_sub_distrib, ZMod.card]
  rw [hsum] at hdvd
  have hne : bondSum σ s ≠ 0 := by
    obtain ⟨k, hk⟩ := hN
    omega
  have habs : (1 : ℝ) ≤ |(bondSum σ s : ℝ)| := by
    exact_mod_cast Int.one_le_abs hne
  rw [pairCorr, abs_div, Nat.abs_cast]
  gcongr

/-- For `p ≡ 3 mod 4`, the structure factor of the Legendre ring is `(p + 1)/p` for every
plane wave other than the uniform one. -/
theorem structureFactor_flat (hp : p % 4 = 3) (ψ : AddChar (ZMod p) ℂ) (hψ : ψ ≠ 1) :
    structureFactor (legendreRing p) ψ = (p + 1) / p := by
  have hzero : bondSum (legendreRing p) 0 = p := by
    have hsq : ∀ i : ZMod p, legendreRing p i * legendreRing p (i + 0) = 1 := by
      intro i
      rcases legendreRing_spin i with h | h <;> simp [h]
    rw [bondSum, Finset.sum_congr rfl fun i _ => hsq i]
    simp [ZMod.card]
  have key : (∑ i, (legendreRing p i : ℂ) * ψ i) * conj (∑ i, (legendreRing p i : ℂ) * ψ i)
      = (p : ℂ) + 1 := by
    calc _ = ∑ j, ∑ s, ((legendreRing p j : ℂ) * legendreRing p (j + s)) * ψ s := by
          rw [map_sum, Finset.mul_sum]
          refine Finset.sum_congr rfl fun j _ => ?_
          -- measure the first site from the second
          have hshift : ∑ i, (legendreRing p i : ℂ) * ψ i
              = ∑ s, (legendreRing p (j + s) : ℂ) * ψ (j + s) :=
            (Equiv.sum_comp (Equiv.addLeft j)
              (fun i => (legendreRing p i : ℂ) * ψ i)).symm
          have hinv : ψ j * ψ (-j) = 1 := by
            rw [← AddChar.map_add_eq_mul, add_neg_cancel, AddChar.map_zero_eq_one]
          rw [hshift, Finset.sum_mul]
          refine Finset.sum_congr rfl fun s _ => ?_
          rw [map_mul, map_intCast, ← AddChar.map_neg_eq_conj, AddChar.map_add_eq_mul]
          linear_combination
            ((legendreRing p j : ℂ) * legendreRing p (j + s) * ψ s) * hinv
      _ = ∑ s, (bondSum (legendreRing p) s : ℂ) * ψ s := by
          rw [Finset.sum_comm]
          refine Finset.sum_congr rfl fun s _ => ?_
          rw [bondSum, Int.cast_sum, Finset.sum_mul]
          refine Finset.sum_congr rfl fun j _ => ?_
          rw [Int.cast_mul]
      _ = ∑ s, ((if s = 0 then (p : ℂ) + 1 else 0) - ψ s) := by
          refine Finset.sum_congr rfl fun s _ => ?_
          by_cases h : s = 0
          · rw [h, hzero]
            simp
          · rw [bondSum_eq_neg_one hp h]
            simp [h]
      _ = (p : ℂ) + 1 := by
          rw [Finset.sum_sub_distrib, AddChar.sum_eq_zero_of_ne_one hψ]
          simp
  rw [Complex.mul_conj, Complex.normSq_eq_norm_sq] at key
  have hreal : ‖∑ i, (legendreRing p i : ℂ) * ψ i‖ ^ 2 = (p : ℝ) + 1 := by
    exact_mod_cast key
  rw [structureFactor, hreal]

end

end LegendreQuasirandomRing
```

```lean
#print axioms LegendreQuasirandomRing.legendreRing_quasirandom
-- 'LegendreQuasirandomRing.legendreRing_quasirandom' depends on axioms: [propext, Classical.choice, Quot.sound]
#print axioms LegendreQuasirandomRing.flat_iff_three_mod_four
-- 'LegendreQuasirandomRing.flat_iff_three_mod_four' depends on axioms: [propext, Classical.choice, Quot.sound]
#print axioms LegendreQuasirandomRing.pairCorr_lower_bound
-- 'LegendreQuasirandomRing.pairCorr_lower_bound' depends on axioms: [propext, Classical.choice, Quot.sound]
#print axioms LegendreQuasirandomRing.structureFactor_flat
-- 'LegendreQuasirandomRing.structureFactor_flat' depends on axioms: [propext, Classical.choice, Quot.sound]
```

## Spins, shifts and plane waves on the ring

The two spin values stand for the two atomic species. For a configuration σ and a shift s, `bondSum σ s` is

B(s) = Σᵢ σ(i) σ(i+s),

where i+s is taken modulo N, so the periodic boundary condition is built into the type `ZMod N`. Dividing by N gives `pairCorr σ s`, and `meanSpin σ` is the average of σ itself.

The type `ZMod N → ℤ` allows any integer as a spin. The restriction to ±1 therefore enters separately: `legendreRing_spin` proves it for the Legendre ring, and the general bound `pairCorr_lower_bound` takes it as the hypothesis `hσ`.

The Legendre symbol χ is `quadraticChar (ZMod p)`. It is 1 on nonzero squares, −1 on non-squares and 0 at 0. The value 0 is not a spin, which is why `legendreRing` puts 1 at the origin.

A plane wave is an additive character ψ, a complex-valued function with ψ(0) = 1 and ψ(i+j) = ψ(i)ψ(j). On the ring these are the functions exp(2πi·kn/N) of the site n, where i is, in this formula only, the imaginary unit and k = 0, …, N−1 labels the wave. The condition `ψ ≠ 1` excludes the uniform wave k = 0. The structure factor is the squared modulus of Σᵢ σ(i)ψ(i), divided by N.

## How close this comes to a random alloy

In an infinite, uncorrelated alloy of equal composition, the mean spin and all pair correlations between distinct sites vanish. A special quasirandom structure is a small periodic cell chosen to imitate such correlations, so that an electronic-structure calculation can treat a disordered alloy with few atoms. For p ≡ 3 mod 4 the Legendre ring does this in one dimension, at the level of the mean and the pairs only: when the cell is repeated periodically, the pair correlation is −1/p at every separation that is not a multiple of p, while sites a multiple of p apart carry the same spin and have correlation 1. The theorems say nothing about triplets or larger clusters, about lattices in higher dimension, or about energies.

By `pairCorr_lower_bound`, no ring of odd length N with spins ±1 has a pair correlation smaller in magnitude than 1/N. For p ≡ 3 mod 4 the Legendre ring reaches this bound at all nonzero shifts at once. The theorem `flat_iff_three_mod_four` adds that, among odd primes, this construction gives −1/p at every nonzero shift only when p ≡ 3 mod 4.

## The character sum and the two bonds at the origin

Let p be an odd prime and s ≠ 0. Squaring is two-to-one on the nonzero residues, so half of them are squares and Σᵢ χ(i) = 0. For i ≠ 0, multiplicativity and χ(i)² = 1 give

χ(i) χ(i+s) = χ(i)² χ(1+s/i) = χ(1+s/i).

As i runs over the nonzero residues, so does s/i, and 1+s/i takes every value except 1. Since the term i = 0 vanishes,

Σᵢ χ(i) χ(i+s) = 0 − χ(1) = −1.

This is `character_correlation`. Lean sets 0⁻¹ = 0, so i ↦ 1 + s·i⁻¹ permutes the whole field; `hperm` uses this to get a zero sum, and `hterm` subtracts the surplus 1 at i = 0.

Now restore the spin at the origin. Only two terms of B(s) change: i = 0 contributes χ(s), and i = −s contributes χ(−s). They are distinct terms because s ≠ 0. Hence

B(s) = −1 + χ(s) + χ(−s),

which is `bondSum_legendreRing`; its case split on i = 0 and i = −s isolates these two bonds.

By Euler's criterion χ(−1) = (−1)^((p−1)/2), which is −1 when p ≡ 3 mod 4. Then χ(−s) = −χ(s), the two corrections cancel, and B(s) = −1. This is `bondSum_eq_neg_one`, and dividing by p gives the pair correlation. The spins sum to Σᵢ χ(i) + 1 = 1, so the mean is 1/p. The two statements together form `legendreRing_quasirandom`.

If p ≡ 1 mod 4, then χ(−1) = 1 and B(s) = −1 + 2χ(s). At s = 1 this is +1, so the correlation there is 1/p and not −1/p. The proof of `flat_iff_three_mod_four` derives its contradiction from exactly this shift.

## Parity sets the smallest correlation

On a ring of odd length N with spins ±1, each product σ(i)σ(i+s) is 1 or −1, so it differs from 1 by an even number. Summing over sites shows that B(s) − N is even. Since N is odd, B(s) is odd, hence nonzero, and |B(s)| ≥ 1. Division by N gives the bound. In the Lean proof `hdvd` is the evenness, `hne` the conclusion that the sum is nonzero, and `habs` the integer bound carried over to the reals.

## Flat correlations give a flat structure factor

Write A = Σᵢ σ(i)ψ(i) for the amplitude of the Legendre ring with p ≡ 3 mod 4. The complex conjugate of ψ(j) is ψ(−j). Setting i = j+s in the double sum gives

|A|² = Σⱼ Σₛ σ(j) σ(j+s) ψ(j+s) ψ(−j) = Σₛ B(s) ψ(s).

Here B(0) = p, because every spin squares to 1, and B(s) = −1 otherwise. So B(s) is −1 everywhere, with an additional p+1 at s = 0, and

|A|² = (p+1) − Σₛ ψ(s).

For a nonuniform wave there is a t with ψ(t) ≠ 1. Shifting the summation variable by t multiplies Σₛ ψ(s) by ψ(t) without changing its value, so the sum is zero. Therefore |A|² = p+1, and the structure factor is (p+1)/p. The `calc` block in `structureFactor_flat` follows these lines: `hshift` measures one site from the other, `Finset.sum_comm` collects the bonds by shift, and the last step removes the character sum.

## Seven sites

For p = 7 the nonzero squares are 1, 2 and 4, so the spins at sites 0 to 6 are

+1, +1, +1, −1, +1, −1, −1.

Their sum is 1 and the mean is 1/7. The bond products, starting from site 0, are

s = 1: +1, +1, −1, −1, −1, +1, −1

s = 2: +1, −1, +1, +1, −1, −1, −1

s = 3: −1, +1, −1, +1, +1, −1, −1

Each row sums to −1. Shifts 4, 5 and 6 repeat the same bonds in the opposite direction, so all six nonzero shifts have correlation −1/7. The structure factor is 8/7 for each of the six nonuniform waves.

## Building and checking the ring in code

A program can fill an array of length p with −1 and then write +1 at the positions k² mod p for k = 0, …, (p−1)/2; the value k = 0 supplies the spin at the origin. A discrete Fourier transform followed by the squared modulus gives |A|² for every wavevector, and the inverse transform of that array, taken with its factor 1/p, returns all the bond sums B(s) together.

For p ≡ 3 mod 4 the expected output is known in advance: |A|² is 1 at zero wavevector and p+1 elsewhere, while B(s) is p at s = 0 and −1 elsewhere. On this one-dimensional ring, comparing with these values tests the normalisation of a pair-correlation routine and the position of the zero shift in its output. It cannot reveal a routine that interchanges nonzero shifts, because they all have the same bond sum.
